# Curie and Van Vleck terms of the Kubo integral for a finite Hermitian Hamiltonian

For a finite Hermitian matrix H, the Kubo integral defined below is the sum of a Curie term, from pairs of eigenstates with equal energies, and a Van Vleck term, from pairs with different energies. The factor exp(−sH) in it is the matrix exponential, defined by its power series, so its eigenbasis form is proved and not built in. States are labelled by a finite type `n`, operators are complex matrices, s is the imaginary time in units with ħ = 1, and β, physically 1/(k_B T), may be any real number.

```lean
import Mathlib

open Matrix Finset

namespace CurieVanVleck

noncomputable section

variable {n : Type*} [Fintype n] [DecidableEq n]

/-- The imaginary-time propagator `exp(-s H)`. -/
def boltz (H : Matrix n n ℂ) (s : ℝ) : Matrix n n ℂ := NormedSpace.exp ((-(s : ℂ)) • H)
```

For a Hamiltonian H and arbitrary matrices V and W, the Kubo integral is

K = ∫₀^β tr( exp(−(β−s)H) V exp(−sH) W ) ds.

It is neither divided by the partition function Z = tr exp(−βH) nor reduced by a product of thermal averages. With V a component of the electronic magnetic moment and W one of the hyperfine field, K/Z enters the temperature-dependent paramagnetic NMR shielding, here only for a finite set of electronic states and without prefactors.

```lean
/-- The Kubo integral `∫₀^β tr(exp(-(β-s)H) V exp(-sH) W) ds`. -/
def kubo (H V W : Matrix n n ℂ) (β : ℝ) : ℂ :=
  ∫ s in (0 : ℝ)..β, trace (boltz H (β - s) * V * boltz H s * W)
```

Write H = U D U† with U unitary and D = diag(E), the energies E_m being real. From here on V_mk means (U†VU)_mk, the element between the eigenvectors in columns m and k of U; Lean writes `ᴴ` for †.

```lean
/-- The diagonal Hamiltonian with real energies `E m`. -/
def diagH (E : n → ℝ) : Matrix n n ℂ := diagonal fun m => (E m : ℂ)

/-- The matrix `U† V U`; for unitary `U` it represents the operator `V` in the basis formed by the columns of `U`. -/
def inBasis (U V : Matrix n n ℂ) : Matrix n n ℂ := Uᴴ * V * U
```

For energies a and b define the weight w, and with it the two terms:

w(a,b) = (exp(−βb) − exp(−βa)) / (a − b)

C = β Σ_{E_m = E_k} exp(−βE_m) V_mk W_km

P = Σ_{E_m ≠ E_k} w(E_m,E_k) V_mk W_km

The sums run over ordered pairs (m,k), split by exact equality of energies. C is named after the Curie law, but its Boltzmann factors also depend on temperature, and no 1/T law is derived. An easy mistake is to restrict C to m = k, which loses the off-diagonal elements inside a degenerate level. Adding such pairs to P would not recover them: Lean's division by zero gives w(a,a) = 0, whereas their weight β exp(−βa) is only the limit of w(a,b) as b → a.

```lean
/-- The Van Vleck weight `(exp(-βb) - exp(-βa)) / (a - b)` of a pair of energies. -/
def vanVleckWeight (β a b : ℝ) : ℝ := (Real.exp (-β * b) - Real.exp (-β * a)) / (a - b)

/-- The Curie term: `β` times the sum of `exp(-βE_m) V_mk W_km` over pairs of equal energy. -/
def curie (E : n → ℝ) (V W : Matrix n n ℂ) (β : ℝ) : ℂ :=
  (β : ℂ) * ∑ m, ∑ k ∈ univ.filter (fun k => E m = E k),
    (Real.exp (-β * E m) : ℂ) * (V m k * W k m)

/-- The Van Vleck term: the sum of the Van Vleck weight times `V_mk W_km` over pairs of
different energy. -/
def vanVleck (E : n → ℝ) (V W : Matrix n n ℂ) (β : ℝ) : ℂ :=
  ∑ m, ∑ k ∈ univ.filter (fun k => E m ≠ E k),
    (vanVleckWeight β (E m) (E k) : ℂ) * (V m k * W k m)
```

## The decomposition K = C + P

Since U† = U⁻¹, every power satisfies (U D U⁻¹)^j = U D^j U⁻¹, and the exponential series gives

exp(−sH) = U diag(exp(−sE_m)) U†.

`Matrix.exp_conj` handles the conjugation and `Matrix.exp_diagonal` the entrywise exponential.

```lean
/-- For `H = U diag(E) U†` with unitary `U`, `exp(-sH) = U diag(exp(-sE)) U†`. -/
theorem boltz_eigen {U : Matrix n n ℂ} (hU : U ∈ Matrix.unitaryGroup n ℂ) (E : n → ℝ) (s : ℝ) :
    boltz (U * diagH E * Uᴴ) s
      = U * diagonal (fun m => (Real.exp (-s * E m) : ℂ)) * Uᴴ := by
  have h1 : U * Uᴴ = 1 := Matrix.mem_unitaryGroup_iff.mp hU
  have h2 : Uᴴ * U = 1 := mul_eq_one_comm.mp h1
  have hinv : U⁻¹ = Uᴴ := Matrix.inv_eq_right_inv h1
  have hu : IsUnit U := ⟨⟨U, Uᴴ, h1, h2⟩, rfl⟩
  have hd : (-(s : ℂ)) • diagH E = diagonal (fun m => ((-s * E m : ℝ) : ℂ)) := by
    ext i j
    by_cases h : i = j <;> simp [diagH, h]
  have hc : (-(s : ℂ)) • (U * diagH E * Uᴴ)
      = U * diagonal (fun m => ((-s * E m : ℝ) : ℂ)) * U⁻¹ := by
    rw [hinv, ← Matrix.smul_mul, ← Matrix.mul_smul, hd]
  have he : NormedSpace.exp (fun m => ((-s * E m : ℝ) : ℂ))
      = fun m => (Real.exp (-s * E m) : ℂ) := by
    funext m
    rw [Pi.coe_exp, ← Complex.exp_eq_exp_ℂ, Complex.ofReal_exp]
  -- the exponential commutes with conjugation and acts entrywise on a diagonal matrix
  rw [boltz, hc, Matrix.exp_conj _ _ hu, Matrix.exp_diagonal, hinv, he]
```

Insert this twice, with D₁ and D₂ the diagonal factors at times β−s and s, and move the leading U to the end of the trace (`hcyc`). The trace is then expanded in matrix elements (`hdiag`):

tr(U D₁ U† V U D₂ U† W) = tr(D₁ (U†VU) D₂ (U†WU)) = Σ_{m,k} exp(−(β−s)E_m) exp(−sE_k) V_mk W_km.

```lean
/-- The Kubo integrand as a sum over pairs of eigenstates:
`Σ exp(-(β-s)E_m) exp(-sE_k) V_mk W_km`, with matrix elements in the eigenbasis. -/
theorem integrand_eigen {U : Matrix n n ℂ} (hU : U ∈ Matrix.unitaryGroup n ℂ) (E : n → ℝ)
    (V W : Matrix n n ℂ) (β s : ℝ) :
    trace (boltz (U * diagH E * Uᴴ) (β - s) * V * boltz (U * diagH E * Uᴴ) s * W)
      = ∑ m, ∑ k, ((Real.exp (-(β - s) * E m) * Real.exp (-s * E k) : ℝ) : ℂ)
          * (inBasis U V m k * inBasis U W k m) := by
  -- cyclicity of the trace moves the leading `U` to the end
  have hcyc : ∀ D₁ D₂ : Matrix n n ℂ, trace (U * D₁ * Uᴴ * V * (U * D₂ * Uᴴ) * W)
      = trace (D₁ * inBasis U V * D₂ * inBasis U W) := by
    intro D₁ D₂
    calc _ = trace (U * (D₁ * (Uᴴ * V * U) * D₂ * (Uᴴ * W))) := by
          simp only [Matrix.mul_assoc]
      _ = _ := by
          rw [Matrix.trace_mul_comm]
          simp only [inBasis, Matrix.mul_assoc]
  have hdiag : ∀ (a b : n → ℂ) (A B : Matrix n n ℂ), trace (diagonal a * A * diagonal b * B)
      = ∑ m, ∑ k, a m * b k * (A m k * B k m) := by
    intro a b A B
    unfold Matrix.trace
    refine Finset.sum_congr rfl fun m _ => ?_
    rw [Matrix.diag_apply, Matrix.mul_apply]
    refine Finset.sum_congr rfl fun k _ => ?_
    rw [Matrix.mul_diagonal, Matrix.diagonal_mul]
    ring
  rw [boltz_eigen hU E (β - s), boltz_eigen hU E s, hcyc, hdiag]
  simp only [Complex.ofReal_mul]
```

Each pair needs one scalar integral. For equal energies the exponents add to −βa, so the integrand is constant:

∫₀^β exp(−(β−s)a) exp(−sa) ds = β exp(−βa).

```lean
/-- For equal energies the imaginary-time integral is `β exp(-βa)`. -/
theorem integral_degenerate (β a : ℝ) :
    ∫ s in (0 : ℝ)..β, Real.exp (-(β - s) * a) * Real.exp (-s * a)
      = β * Real.exp (-β * a) := by
  have h : ∀ s : ℝ, Real.exp (-(β - s) * a) * Real.exp (-s * a) = Real.exp (-β * a) := by
    intro s
    rw [← Real.exp_add]
    congr 1
    ring
  simp only [h, intervalIntegral.integral_const, sub_zero, smul_eq_mul]
```

For a ≠ b the integrand is exp(−βa + s(a−b)), with antiderivative F(s) = exp(−βa + s(a−b))/(a−b), checked in `hd`. The exponent is −βb at s = β (`e1`) and −βa at s = 0 (`e2`), so

∫₀^β exp(−(β−s)a) exp(−sb) ds = F(β) − F(0) = w(a,b).

```lean
/-- For different energies the imaginary-time integral is the Van Vleck weight. -/
theorem integral_nondegenerate (β : ℝ) {a b : ℝ} (h : a ≠ b) :
    ∫ s in (0 : ℝ)..β, Real.exp (-(β - s) * a) * Real.exp (-s * b)
      = vanVleckWeight β a b := by
  have hab : a - b ≠ 0 := sub_ne_zero.mpr h
  -- antiderivative `exp(-βa + s(a-b)) / (a-b)`
  have hd : ∀ s ∈ Set.uIcc (0 : ℝ) β,
      HasDerivAt (fun s : ℝ => Real.exp (-β * a + s * (a - b)) / (a - b))
        (Real.exp (-(β - s) * a) * Real.exp (-s * b)) s := by
    intro s _
    have h1 : HasDerivAt (fun s : ℝ => -β * a + s * (a - b)) (a - b) s :=
      (((hasDerivAt_id' s).mul_const (a - b)).const_add (-β * a)).congr_deriv (one_mul _)
    refine (h1.exp.div_const (a - b)).congr_deriv ?_
    rw [mul_div_assoc, div_self hab, mul_one, ← Real.exp_add]
    congr 1
    ring
  have e1 : -β * a + β * (a - b) = -β * b := by ring
  have e2 : -β * a + 0 * (a - b) = -β * a := by ring
  rw [intervalIntegral.integral_eq_sub_of_hasDerivAt hd
    (Continuous.intervalIntegrable (by fun_prop) _ _)]
  simp only [vanVleckWeight, e1, e2, sub_div]
```

The summands are continuous in s, so both finite sums pass through the integral (`intervalIntegral.integral_finsetSum`, with `fun_prop` supplying continuity). The factor V_mk W_km is pulled out, and `by_cases` sends each pair to C or to P. The result K = C + P holds for every unitary U, real E and real β, so any orthonormal basis within a degenerate level will do.

```lean
/-- For `H = U diag(E) U†` with unitary `U`, the Kubo integral is the Curie term plus the
Van Vleck term, with `V` and `W` taken in the eigenbasis. -/
theorem kubo_eq_curie_add_vanVleck {U : Matrix n n ℂ} (hU : U ∈ Matrix.unitaryGroup n ℂ)
    (E : n → ℝ) (V W : Matrix n n ℂ) (β : ℝ) :
    kubo (U * diagH E * Uᴴ) V W β
      = curie E (inBasis U V) (inBasis U W) β + vanVleck E (inBasis U V) (inBasis U W) β := by
  unfold kubo
  simp only [integrand_eigen hU]
  -- exchange the finite sums with the integral
  rw [intervalIntegral.integral_finsetSum]
  · rw [curie, vanVleck, Finset.mul_sum, ← Finset.sum_add_distrib]
    refine Finset.sum_congr rfl fun m _ => ?_
    rw [intervalIntegral.integral_finsetSum]
    · rw [Finset.mul_sum, Finset.sum_filter, Finset.sum_filter, ← Finset.sum_add_distrib]
      refine Finset.sum_congr rfl fun k _ => ?_
      rw [intervalIntegral.integral_mul_const, intervalIntegral.integral_ofReal]
      -- each pair is either degenerate or not
      by_cases h : E m = E k
      · rw [if_pos h, if_neg (show ¬ (E m ≠ E k) from not_not.mpr h), ← h, integral_degenerate]
        push_cast
        ring
      · have h' : E m ≠ E k := h
        rw [if_neg h, if_pos h', integral_nondegenerate β h']
        ring
    · intro k _
      apply Continuous.intervalIntegrable
      fun_prop
  · intro m _
    apply Continuous.intervalIntegrable
    fun_prop
```

The spectral theorem provides U and E for every Hermitian H, as `hH.eigenvectorUnitary` and `hH.eigenvalues`. Continuous spectra and unbounded operators are not covered.

```lean
/-- For every Hermitian `H` the Kubo integral is the Curie term plus the Van Vleck term, built
from the eigenvalues of `H` and the matrix elements of `V`, `W` between its eigenvectors. -/
theorem kubo_hermitian {H : Matrix n n ℂ} (hH : H.IsHermitian) (V W : Matrix n n ℂ) (β : ℝ) :
    kubo H V W β
      = curie hH.eigenvalues (inBasis hH.eigenvectorUnitary V)
          (inBasis hH.eigenvectorUnitary W) β
        + vanVleck hH.eigenvalues (inBasis hH.eigenvectorUnitary V)
          (inBasis hH.eigenvectorUnitary W) β := by
  have hs : H = (hH.eigenvectorUnitary : Matrix n n ℂ) * diagH hH.eigenvalues
      * (hH.eigenvectorUnitary : Matrix n n ℂ)ᴴ := by
    have h := hH.spectral_theorem
    exact h
  exact (congrArg (fun A => kubo A V W β) hs).trans
    (kubo_eq_curie_add_vanVleck hH.eigenvectorUnitary.2 _ V W β)
```

An alternative model would define a single weight for all pairs as the scalar integral itself. K would become one unrestricted sum with no case distinction, and C and P would no longer appear as separate objects.

## When the Van Vleck term vanishes

For β > 0 and a < b, numerator and denominator of w are both negative; for a > b both are positive. Hence w(a,b) > 0 for a ≠ b.

```lean
/-- For `β > 0` the Van Vleck weight of two different energies is positive. -/
theorem vanVleckWeight_pos {β a b : ℝ} (hβ : 0 < β) (h : a ≠ b) : 0 < vanVleckWeight β a b := by
  rcases lt_or_gt_of_ne h with h | h
  · exact div_pos_of_neg_of_neg (sub_neg.mpr (Real.exp_lt_exp.mpr (by nlinarith)))
      (sub_neg.mpr h)
  · exact div_pos (sub_pos.mpr (Real.exp_lt_exp.mpr (by nlinarith))) (sub_pos.mpr h)
```

The next two theorems take V already in the eigenbasis and concern its commutation with D = `diagH E`: the first assumes it, the second states an equivalence with it. The (m,k) element of DV = VD reads

(E_m − E_k) V_mk = 0,

so V_mk = 0 whenever E_m ≠ E_k, and P = 0 for every W and β.

```lean
/-- If `V` commutes with the diagonal Hamiltonian, the Van Vleck term vanishes. -/
theorem vanVleck_eq_zero_of_commute (E : n → ℝ) {V : Matrix n n ℂ} (W : Matrix n n ℂ) (β : ℝ)
    (h : diagH E * V = V * diagH E) : vanVleck E V W β = 0 := by
  refine Finset.sum_eq_zero fun m _ => Finset.sum_eq_zero fun k hk => ?_
  unfold diagH at h
  have h1 := congrFun (congrFun h m) k
  rw [Matrix.diagonal_mul, Matrix.mul_diagonal] at h1
  have h2 : ((E m : ℂ) - E k) * V m k = 0 := by linear_combination h1
  have h3 : (E m : ℂ) ≠ E k := fun e => (Finset.mem_filter.mp hk).2 (Complex.ofReal_injective e)
  have h4 : V m k = 0 := (mul_eq_zero.mp h2).resolve_left (sub_ne_zero.mpr h3)
  simp [h4]
```

The converse is proved for β > 0 and W = V†, where (`hreal`)

P = Σ_{E_m ≠ E_k} w(E_m,E_k) |V_mk|².

A vanishing sum of non-negative terms has every term zero, and w > 0 forces V_mk = 0 between different energies. For equal energies the elements of DV and VD agree directly.

```lean
/-- For `β > 0` and `W = V†` the Van Vleck term vanishes exactly when `V` commutes with the
diagonal Hamiltonian. -/
theorem vanVleck_self_eq_zero_iff (E : n → ℝ) (V : Matrix n n ℂ) {β : ℝ} (hβ : 0 < β) :
    vanVleck E V Vᴴ β = 0 ↔ diagH E * V = V * diagH E := by
  refine ⟨fun h0 => ?_, vanVleck_eq_zero_of_commute E Vᴴ β⟩
  -- a sum of positive weights times `|V_mk|²`
  have hreal : vanVleck E V Vᴴ β = ((∑ m, ∑ k ∈ univ.filter (fun k => E m ≠ E k),
      vanVleckWeight β (E m) (E k) * Complex.normSq (V m k) : ℝ) : ℂ) := by
    simp only [vanVleck, Complex.ofReal_sum, Complex.ofReal_mul, conjTranspose_apply,
      Complex.star_def, Complex.mul_conj]
  rw [hreal, Complex.ofReal_eq_zero] at h0
  have hn : ∀ m, ∀ k ∈ univ.filter (fun k => E m ≠ E k),
      0 ≤ vanVleckWeight β (E m) (E k) * Complex.normSq (V m k) := fun m k hk =>
    mul_nonneg (vanVleckWeight_pos hβ (Finset.mem_filter.mp hk).2).le (Complex.normSq_nonneg _)
  ext m k
  unfold diagH
  rw [Matrix.diagonal_mul, Matrix.mul_diagonal]
  by_cases h : E m = E k
  · rw [h]
    ring
  · have h1 := (Finset.sum_eq_zero_iff_of_nonneg
      (fun m _ => Finset.sum_nonneg (hn m))).mp h0 m (Finset.mem_univ m)
    have h2 := (Finset.sum_eq_zero_iff_of_nonneg (hn m)).mp h1 k
      (Finset.mem_filter.mpr ⟨Finset.mem_univ k, h⟩)
    have h3 : V m k = 0 := Complex.normSq_eq_zero.mp
      ((mul_eq_zero.mp h2).resolve_left (vanVleckWeight_pos hβ h).ne')
    simp [h3]
```

## Two levels

Take energies E₀ = 0 and E₁ = Δ ≠ 0, U = 1, and V = W = σx, the Pauli matrix `!![0, 1; 1, 0]`. Its diagonal is zero, so C = 0. The pairs (0,1) and (1,0) have V_mk W_km = 1 and weights w(0,Δ) = w(Δ,0) = (1 − exp(−βΔ))/Δ, giving

K = 2(1 − exp(−βΔ))/Δ.

As Δ → 0 this tends to 2β, a limit that no theorem here states. It matches H = 0, where K = β tr(σx²) = 2β is entirely Curie term. With U = 1 it comes from the off-diagonal pairs alone; in the eigenbasis of σx, equally allowed for H = 0, it comes from the diagonal pairs alone.

```lean
/-- Two levels `0` and `Δ ≠ 0` with `V = W = σx`: the Kubo integral is
`2 (1 - exp(-βΔ)) / Δ`. -/
theorem kubo_two_level (β : ℝ) {Δ : ℝ} (hΔ : Δ ≠ 0) :
    kubo (diagH ![0, Δ]) !![0, 1; 1, 0] !![0, 1; 1, 0] β
      = ((2 * (1 - Real.exp (-β * Δ)) / Δ : ℝ) : ℂ) := by
  have hH : diagH ![0, Δ] = 1 * diagH ![0, Δ] * (1 : Matrix (Fin 2) (Fin 2) ℂ)ᴴ := by simp
  rw [hH, kubo_eq_curie_add_vanVleck (one_mem _)]
  simp [curie, vanVleck, inBasis, vanVleckWeight, Finset.sum_filter, Fin.sum_univ_two, hΔ,
    hΔ.symm]
  ring1

end

end CurieVanVleck
```
```lean
#print axioms CurieVanVleck.kubo_eq_curie_add_vanVleck
-- 'CurieVanVleck.kubo_eq_curie_add_vanVleck' depends on axioms: [propext, Classical.choice, Quot.sound]
#print axioms CurieVanVleck.kubo_hermitian
-- 'CurieVanVleck.kubo_hermitian' depends on axioms: [propext, Classical.choice, Quot.sound]
#print axioms CurieVanVleck.vanVleck_self_eq_zero_iff
-- 'CurieVanVleck.vanVleck_self_eq_zero_iff' depends on axioms: [propext, Classical.choice, Quot.sound]
#print axioms CurieVanVleck.kubo_two_level
-- 'CurieVanVleck.kubo_two_level' depends on axioms: [propext, Classical.choice, Quot.sound]
```
